# Monic linear recurrences with all characteristic roots in the closed unit disc are time-symmetric exactly when every root has modulus one

The two-step recurrence $x_{n+2}+c_1x_{n+1}+c_0x_n=0$ with characteristic roots $z$ and $w$ has $c_0=zw$, and time symmetry of its coefficients, $c_j=c_0\overline{c_{2-j}}$, gives $|zw|=1$ at $j=2$. If neither root lies outside the unit circle, neither can then lie inside it; the file below proves this, together with the converse, for any number of steps.

```lean
import Mathlib

open Polynomial ComplexConjugate

namespace SymmetricMultistep

noncomputable section

/-- All characteristic roots lie in the closed unit disc. -/
def NonGrowing (Q : ℂ[X]) : Prop := ∀ z : ℂ, Q.eval z = 0 → ‖z‖ ≤ 1

/-- Every characteristic root has modulus one. -/
def Undamped (Q : ℂ[X]) : Prop := ∀ z : ℂ, Q.eval z = 0 → ‖z‖ = 1

/-- The coefficients read backwards and conjugated agree with the original ones up to the
factor `c₀`. -/
def TimeSymmetric (Q : ℂ[X]) : Prop :=
  ∀ j ≤ Q.natDegree, Q.coeff j = Q.coeff 0 * conj (Q.coeff (Q.natDegree - j))

/-- A bi-infinite sequence that obeys the multistep recurrence `∑ c_j x_(n+j) = 0`. -/
def IsTrajectory (Q : ℂ[X]) (x : ℤ → ℂ) : Prop :=
  ∀ n : ℤ, ∑ j ∈ Finset.range (Q.natDegree + 1), Q.coeff j * x (n + (j : ℤ)) = 0

/-- Time reversal: run the sequence backwards and conjugate it. -/
def timeReverse (x : ℤ → ℂ) : ℤ → ℂ := fun n => conj (x (-n))

/-- A characteristic root can be split off, leaving a recurrence with one step less. -/
theorem split_root {Q : ℂ[X]} (hQ : Q.Monic) {z : ℂ} (hz : Q.eval z = 0) :
    ∃ R : ℂ[X], R.Monic ∧ Q = (X - C z) * R ∧ Q.natDegree = R.natDegree + 1 ∧
      Q.coeff 0 = -z * R.coeff 0 := by
  obtain ⟨R, hR⟩ := dvd_iff_isRoot.mpr hz
  subst hR
  have hRm : R.Monic := (monic_X_sub_C z).of_mul_monic_left hQ
  refine ⟨R, hRm, rfl, ?_, ?_⟩
  · rw [(monic_X_sub_C z).natDegree_mul hRm, natDegree_X_sub_C, add_comm]
  · rw [mul_coeff_zero, coeff_sub, coeff_X_zero, coeff_C_zero, zero_sub]

/-- If all roots of a monic polynomial lie in the closed unit disc, its constant coefficient `c₀`
has modulus at most one. -/
theorem norm_coeff_zero_le_one (n : ℕ) : ∀ Q : ℂ[X], Q.natDegree = n → Q.Monic →
    NonGrowing Q → ‖Q.coeff 0‖ ≤ 1 := by
  induction n with
  | zero =>
    intro Q hn hQ _
    have h := hQ.coeff_natDegree
    rw [hn] at h
    simp [h]
  | succ n ih =>
    intro Q hn hQ hg
    obtain ⟨z, hz⟩ := IsAlgClosed.exists_root Q (fun h => by
      have := natDegree_eq_zero_iff_degree_le_zero.mpr h.le
      omega)
    obtain ⟨R, hR, hf, hd, h0⟩ := split_root hQ hz
    have hRg : NonGrowing R := fun w hw => hg w (by rw [hf, eval_mul, hw, mul_zero])
    rw [h0, norm_mul, norm_neg]
    exact mul_le_one₀ (hg z hz) (norm_nonneg _) (ih R (by omega) hR hRg)

/-- The reversal of the one-step factor `X - z` is `1 - z X`. -/
theorem reverse_factor (z : ℂ) : (X - C z : ℂ[X]).reverse = 1 - C z * X := by
  ext n
  rw [coeff_reverse, natDegree_X_sub_C]
  rcases n with _ | _ | n
  · rw [revAt_le (by omega)]
    simp [coeff_C]
  · rw [revAt_le (by omega)]
    simp [coeff_one]
  · rw [revAt_eq_self_of_lt (by omega)]
    simp [coeff_X, coeff_one]

/-- A monic polynomial whose roots all have modulus one equals `c₀` times its conjugated reversal.
-/
theorem eq_reverse_of_undamped (n : ℕ) : ∀ Q : ℂ[X], Q.natDegree = n → Q.Monic →
    Undamped Q → Q = C (Q.coeff 0) * Q.reverse.map (starRingEnd ℂ) := by
  induction n with
  | zero =>
    intro Q hn hQ _
    have h := hQ.coeff_natDegree
    rw [hn] at h
    have h1 : Q = 1 := by
      have h2 := eq_C_of_natDegree_eq_zero hn
      rwa [h, C_1] at h2
    have hr : (1 : ℂ[X]).reverse = 1 := by rw [← C_1, reverse_C]
    rw [h1, hr]
    simp
  | succ n ih =>
    intro Q hn hQ hu
    obtain ⟨z, hz⟩ := IsAlgClosed.exists_root Q (fun h => by
      have := natDegree_eq_zero_iff_degree_le_zero.mpr h.le
      omega)
    obtain ⟨R, hR, hf, hd, h0⟩ := split_root hQ hz
    have hi := ih R (by omega) hR
      (fun w hw => hu w (by rw [hf, eval_mul, hw, mul_zero]))
    -- on the unit circle the conjugate root is the inverse root
    have hzz : C z * C (conj z) = (1 : ℂ[X]) := by
      rw [← C_mul, Complex.mul_conj, Complex.normSq_eq_norm_sq, hu z hz]
      simp
    have hm : (1 - C z * X : ℂ[X]).map (starRingEnd ℂ) = 1 - C (conj z) * X := by simp
    rw [h0, hf, reverse_mul_of_domain, reverse_factor, Polynomial.map_mul, hm, C_mul, C_neg]
    linear_combination (X - C z) * hi -
      (C (R.coeff 0) * R.reverse.map (starRingEnd ℂ) * X) * hzz

/-- A monic recurrence with all characteristic roots in the closed unit disc is time-symmetric
exactly when all its characteristic roots have modulus one. -/
theorem timeSymmetric_iff_undamped {Q : ℂ[X]} (hQ : Q.Monic) (hg : NonGrowing Q) :
    TimeSymmetric Q ↔ Undamped Q := by
  constructor
  · intro hs z hz
    -- symmetry at the top coefficient forces |c₀| = 1
    have h := hs Q.natDegree le_rfl
    rw [hQ.coeff_natDegree, Nat.sub_self, Complex.mul_conj, Complex.normSq_eq_norm_sq] at h
    have h' : ‖Q.coeff 0‖ ^ 2 = 1 := by exact_mod_cast h.symm
    have h1 : 1 ≤ ‖Q.coeff 0‖ := by nlinarith [norm_nonneg (Q.coeff 0)]
    obtain ⟨R, hR, hf, -, h0⟩ := split_root hQ hz
    have hR1 := norm_coeff_zero_le_one _ R rfl hR
      (fun w hw => hg w (by rw [hf, eval_mul, hw, mul_zero]))
    rw [h0, norm_mul, norm_neg] at h1
    exact le_antisymm (hg z hz)
      (h1.trans (mul_le_of_le_one_right (norm_nonneg z) hR1))
  · intro hu j hj
    have h := congrArg (fun p : ℂ[X] => p.coeff j) (eq_reverse_of_undamped _ Q rfl hQ hu)
    simp only [coeff_C_mul, coeff_map, coeff_reverse, revAt_le hj] at h
    exact h

/-- For a monic real polynomial of degree `m` with all complex roots in the closed unit disc, `c_j =
c₀ c_(m-j)` for all `j ≤ m` exactly when every root has modulus one. -/
theorem real_symmetric_iff_undamped {P : ℝ[X]} (hP : P.Monic)
    (hg : ∀ z : ℂ, aeval z P = 0 → ‖z‖ ≤ 1) :
    (∀ j ≤ P.natDegree, P.coeff j = P.coeff 0 * P.coeff (P.natDegree - j)) ↔
      ∀ z : ℂ, aeval z P = 0 → ‖z‖ = 1 := by
  have he : ∀ z : ℂ, (P.map (algebraMap ℝ ℂ)).eval z = aeval z P := fun z => by
    rw [eval_map, aeval_def]
  have hs : TimeSymmetric (P.map (algebraMap ℝ ℂ)) ↔
      ∀ j ≤ P.natDegree, P.coeff j = P.coeff 0 * P.coeff (P.natDegree - j) := by
    unfold TimeSymmetric
    rw [natDegree_map]
    refine forall₂_congr fun j _ => ?_
    simp only [coeff_map]
    change ((P.coeff j : ℝ) : ℂ) = ((P.coeff 0 : ℝ) : ℂ) *
      conj ((P.coeff (P.natDegree - j) : ℝ) : ℂ) ↔ _
    rw [Complex.conj_ofReal, ← Complex.ofReal_mul, Complex.ofReal_inj]
  rw [← hs, timeSymmetric_iff_undamped (hP.map _) (fun z hz => hg z (by rw [← he, hz]))]
  exact forall_congr' fun z => by rw [he]

/-- For `z ≠ 0` the mode `zⁿ` obeys the recurrence exactly when `z` is a characteristic root. -/
theorem mode_isTrajectory_iff (Q : ℂ[X]) {z : ℂ} (hz : z ≠ 0) :
    IsTrajectory Q (fun n => z ^ n) ↔ Q.eval z = 0 := by
  have key : ∀ n : ℤ, ∑ j ∈ Finset.range (Q.natDegree + 1), Q.coeff j * z ^ (n + (j : ℤ)) =
      z ^ n * Q.eval z := by
    intro n
    rw [eval_eq_sum_range, Finset.mul_sum]
    refine Finset.sum_congr rfl fun j _ => ?_
    rw [zpow_add₀ hz, zpow_natCast]
    ring
  constructor
  · intro h
    have h0 := (key 0).symm.trans (h 0)
    simpa using h0
  · intro h n
    exact (key n).trans (by rw [h, mul_zero])

/-- A time-symmetric recurrence maps trajectories to trajectories under time reversal. -/
theorem TimeSymmetric.reverse_trajectory {Q : ℂ[X]} (hs : TimeSymmetric Q) {x : ℤ → ℂ}
    (hx : IsTrajectory Q x) : IsTrajectory Q (timeReverse x) := by
  intro n
  -- read the recurrence backwards from the far end of the window
  have h := hx (-n - (Q.natDegree : ℤ))
  rw [← Finset.sum_range_reflect] at h
  have h2 := congrArg (fun w => Q.coeff 0 * conj w) h
  simp only [map_sum, map_zero, mul_zero, Finset.mul_sum] at h2
  refine (Finset.sum_congr rfl fun j hj => ?_).trans h2
  have hj' : j ≤ Q.natDegree := by
    have := Finset.mem_range.mp hj
    omega
  have e : Q.natDegree + 1 - 1 - j = Q.natDegree - j := by omega
  have e2 : -n - (Q.natDegree : ℤ) + ((Q.natDegree : ℤ) - (j : ℤ)) = -(n + (j : ℤ)) := by ring
  rw [hs j hj', e, Nat.cast_sub hj', e2, map_mul]
  simp only [timeReverse]
  ring

/-- For a monic recurrence with all characteristic roots in the closed unit disc and `c₀ ≠ 0`, the
set of trajectories is invariant under time reversal exactly when all characteristic roots have
modulus one. -/
theorem reversible_iff_undamped {Q : ℂ[X]} (hQ : Q.Monic) (hg : NonGrowing Q)
    (h0 : Q.coeff 0 ≠ 0) :
    (∀ x, IsTrajectory Q x → IsTrajectory Q (timeReverse x)) ↔ Undamped Q := by
  constructor
  · intro hr z hz
    have hz0 : z ≠ 0 := by
      rintro rfl
      exact h0 (by rw [coeff_zero_eq_eval_zero, hz])
    have hc : conj z ≠ 0 := (map_ne_zero (starRingEnd ℂ)).mpr hz0
    -- reversal turns the mode z into the mode 1 / conj z
    have h := hr _ ((mode_isTrajectory_iff Q hz0).mpr hz)
    have e : timeReverse (fun n => z ^ n) = fun n : ℤ => (conj z)⁻¹ ^ n := by
      funext n
      simp only [timeReverse]
      rw [map_zpow₀, zpow_neg, inv_zpow]
    rw [e] at h
    have h1 := hg _ ((mode_isTrajectory_iff Q (inv_ne_zero hc)).mp h)
    rw [norm_inv, RCLike.norm_conj] at h1
    exact le_antisymm (hg z hz) ((inv_le_one₀ (norm_pos_iff.mpr hz0)).mp h1)
  · intro hu x hx
    exact ((timeSymmetric_iff_undamped hQ hg).mpr hu).reverse_trajectory hx

/-- Characteristic polynomial of the Verlet recurrence for a harmonic oscillator, with `s = (ω h)²`
for frequency `ω` and time step `h`. -/
def verlet (s : ℝ) : ℂ[X] := X ^ 2 - C ((2 - s : ℝ) : ℂ) * X + 1

/-- The Verlet recurrence is time-symmetric for every `s`, but its characteristic roots all have
modulus one exactly for `0 ≤ s ≤ 4`. -/
theorem verlet_symmetric_and_undamped_iff (s : ℝ) :
    TimeSymmetric (verlet s) ∧ (Undamped (verlet s) ↔ 0 ≤ s ∧ s ≤ 4) := by
  have he : ∀ z : ℂ, (verlet s).eval z = z * z - ((2 - s : ℝ) : ℂ) * z + 1 := fun z => by
    simp only [verlet, eval_add, eval_sub, eval_mul, eval_X, eval_C, eval_one, pow_two]
  refine ⟨?_, ?_, ?_⟩
  · have hd : (verlet s).natDegree = 2 := by
      unfold verlet
      compute_degree!
    have h0 : (verlet s).coeff 0 = 1 := by
      simp only [verlet, coeff_add, coeff_sub, coeff_C_mul, coeff_X_pow, coeff_X, coeff_one]
      norm_num
    have h1 : (verlet s).coeff 1 = -((2 - s : ℝ) : ℂ) := by
      simp only [verlet, coeff_add, coeff_sub, coeff_C_mul, coeff_X_pow, coeff_X, coeff_one]
      norm_num
    have h2 : (verlet s).coeff 2 = 1 := by
      simp only [verlet, coeff_add, coeff_sub, coeff_C_mul, coeff_X_pow, coeff_X, coeff_one]
      norm_num
    intro j hj
    rw [hd] at hj ⊢
    interval_cases j <;> simp [h0, h1, h2, Complex.conj_ofReal, -Complex.ofReal_sub]
  · intro hu
    by_contra hn
    have hd : 0 < (2 - s) ^ 2 - 4 := by
      by_contra hle
      exact hn ⟨by nlinarith, by nlinarith⟩
    -- outside the stability window there is a real root, which cannot be 1 or -1
    obtain ⟨r, hr⟩ : ∃ r : ℝ, r * r - (2 - s) * r + 1 = 0 :=
      ⟨((2 - s) + √((2 - s) ^ 2 - 4)) / 2, by
        linear_combination (Real.sq_sqrt hd.le) / 4⟩
    have h1 := hu (r : ℂ) (by rw [he]; exact_mod_cast hr)
    rw [Complex.norm_real, Real.norm_eq_abs] at h1
    have hr2 : r ^ 2 = 1 := by rw [← sq_abs, h1]; norm_num
    have hbr : (2 - s) * r = 2 := by linear_combination hr2 - hr
    have hb : (2 - s) ^ 2 = 4 := by
      linear_combination ((2 - s) * r + 2) * hbr - (2 - s) ^ 2 * hr2
    linarith
  · rintro ⟨hs0, hs4⟩ z hz
    rw [he] at hz
    have hr := congrArg Complex.re hz
    have hi := congrArg Complex.im hz
    simp only [Complex.add_re, Complex.sub_re, Complex.mul_re, Complex.ofReal_re,
      Complex.ofReal_im, Complex.one_re, Complex.zero_re] at hr
    simp only [Complex.add_im, Complex.sub_im, Complex.mul_im, Complex.ofReal_re,
      Complex.ofReal_im, Complex.one_im, Complex.zero_im] at hi
    have hp : z.im * (2 * z.re - (2 - s)) = 0 := by linear_combination hi
    have hsq : z.re * z.re + z.im * z.im = 1 := by
      rcases mul_eq_zero.mp hp with hy | hx
      · rw [hy] at hr ⊢
        rcases le_total 0 z.re with h | h
        · have h1 : (z.re - 1) ^ 2 ≤ 0 := by nlinarith [mul_nonneg hs0 h]
          have h2 : z.re - 1 = 0 :=
            (pow_eq_zero_iff two_ne_zero).mp (le_antisymm h1 (sq_nonneg _))
          linear_combination (z.re + 1) * h2
        · have h1 : (z.re + 1) ^ 2 ≤ 0 := by
            nlinarith [mul_nonneg (sub_nonneg.mpr hs4) (neg_nonneg.mpr h)]
          have h2 : z.re + 1 = 0 :=
            (pow_eq_zero_iff two_ne_zero).mp (le_antisymm h1 (sq_nonneg _))
          linear_combination (z.re - 1) * h2
      · linear_combination z.re * hx - hr
    have hn : ‖z‖ ^ 2 = 1 := by
      rw [← Complex.normSq_eq_norm_sq, Complex.normSq_apply, hsq]
    nlinarith [norm_nonneg z]

end

end SymmetricMultistep
```

```lean
#print axioms SymmetricMultistep.timeSymmetric_iff_undamped
#print axioms SymmetricMultistep.real_symmetric_iff_undamped
#print axioms SymmetricMultistep.reversible_iff_undamped
#print axioms SymmetricMultistep.verlet_symmetric_and_undamped_iff
```

```
'SymmetricMultistep.timeSymmetric_iff_undamped' depends on axioms: [propext, Classical.choice, Quot.sound]
'SymmetricMultistep.real_symmetric_iff_undamped' depends on axioms: [propext, Classical.choice, Quot.sound]
'SymmetricMultistep.reversible_iff_undamped' depends on axioms: [propext, Classical.choice, Quot.sound]
'SymmetricMultistep.verlet_symmetric_and_undamped_iff' depends on axioms: [propext, Classical.choice, Quot.sound]
```

## Coefficients, roots and trajectories

A recurrence $\sum_{j=0}^m c_jx_{n+j}=0$ is represented by its characteristic polynomial $Q(X)=\sum_{j=0}^m c_jX^j$. In Lean, $m$ is `Q.natDegree`, $c_j$ is `Q.coeff j`, and `Q.Monic` fixes the normalisation $c_m=1$. Three properties of $Q$ enter:

- `NonGrowing`: every complex root satisfies $|z|\le 1$.
- `Undamped`: every complex root satisfies $|z|=1$.
- `TimeSymmetric`: $c_j=c_0\overline{c_{m-j}}$ for all $j\le m$.

The main theorem, `timeSymmetric_iff_undamped`, says that for monic $Q$ satisfying the first property, the other two are equivalent. In `real_symmetric_iff_undamped` the coefficients are real and the conjugation disappears, but the roots still range over the complex numbers.

The dynamical version concerns sequences $x:\mathbb Z\to\mathbb C$ that obey the recurrence at every integer $n$ (`IsTrajectory`). Time reversal sends $x_n$ to $\overline{x_{-n}}$. For real coordinates this is playing the film backwards; the conjugation is the one that accompanies time reversal of a spinless wave function's amplitudes in a real basis. `reversible_iff_undamped` states that if no root lies outside the disc and $c_0\neq0$, reversal maps trajectories to trajectories exactly when every root has modulus one.

For a scalar linear recurrence with a fixed time step, this has a practical consequence in simulation: damping one mode, while keeping every root in the closed disc, costs exact time symmetry. Nonlinear forces, coupled coordinates and constraints are not part of the model. The names `NonGrowing` and `Undamped` refer only to root moduli: a repeated root on the unit circle still permits growth proportional to a power of $n$, as in $x_n=n$ for $Q=(X-1)^2$.

## Verlet beyond its stability limit

For a harmonic oscillator of frequency $\omega$ and time step $h$, put $s=(\omega h)^2$. The Verlet recurrence is
$$x_{n+2}-(2-s)x_{n+1}+x_n=0.$$
Its coefficients $1,\,-(2-s),\,1$ are symmetric for every real $s$, where negative $s$ describes an inverted oscillator. Yet `verlet_symmetric_and_undamped_iff` shows that all roots have modulus one only for $0\le s\le4$. At the two endpoints the root is double, and $x_n=n$ at $s=0$ or $x_n=(-1)^n n$ at $s=4$ grows without bound; all trajectories are bounded exactly for $0<s<4$.

At $s=9/2$ the polynomial is $X^2+\tfrac52X+1$, with roots $-2$ and $-\tfrac12$. One mode grows, the other decays, and the symmetry remains. Without the disc hypothesis, time symmetry therefore doesn't imply modulus one.

## The product of the roots forces the modulus

Write $Q(X)=\prod_{k=1}^m(X-z_k)$, so that $c_0=(-1)^m\prod_k z_k$. Suppose $Q$ is time-symmetric. At $j=m$ the symmetry reads $1=c_0\overline{c_0}=|c_0|^2$, hence $\prod_k|z_k|=1$. For any one root,
$$1=|z_k|\prod_{l\ne k}|z_l|\le|z_k|\le1,$$
so $|z_k|=1$.

The file works with one root at a time. `split_root` writes $Q=(X-z)R$ with $R$ monic and $c_0=-z\,R(0)$. Induction on the degree then gives $|c_0|\le1$ in `norm_coeff_zero_le_one`. The main theorem splits off the chosen root and applies this bound to $R$, which is the displayed inequality.

Conversely, let every root have modulus one. Then $z_k\overline{z_k}=1$, and each factor can be turned around:
$$X-z_k=-z_k(1-\overline{z_k}X).$$
Multiplying over $k$ gives $Q(X)=c_0\prod_k(1-\overline{z_k}X)$. The product is the conjugated reversal of $Q$:
$$\prod_k(1-\overline{z_k}X)=X^m\prod_k\left(\frac1X-\overline{z_k}\right)=\sum_{j=0}^m\overline{c_{m-j}}X^j.$$
Comparing coefficients of $X^j$ yields $c_j=c_0\overline{c_{m-j}}$. For $m=0$ the products are empty and $Q=1$.

`eq_reverse_of_undamped` proves this identity by induction. `reverse_factor` reverses a single factor, `hzz` records $z\overline z=1$, and the final `linear_combination` joins the factor to the induction hypothesis for $R$. The real theorem follows by regarding the coefficients as complex numbers.

## Reversal sends $z$ to $1/\overline z$

Let $x$ be a trajectory of a time-symmetric recurrence and $y_n=\overline{x_{-n}}$. Substituting the symmetry and then $k=m-j$ gives
$$\sum_{j=0}^m c_jy_{n+j}=c_0\sum_{j=0}^m\overline{c_{m-j}\,x_{-n-j}}=c_0\,\overline{\sum_{k=0}^m c_kx_{-n-m+k}}=0.$$
This is `TimeSymmetric.reverse_trajectory`, where `Finset.sum_range_reflect` performs the change of index. With the main theorem, it shows that modulus-one roots imply reversibility.

For the other direction, take a root $z$, which is nonzero because $c_0\ne0$. Since $\sum_j c_jz^{n+j}=z^nQ(z)$, the sequence $z^n$ is a trajectory; `mode_isTrajectory_iff` proves this and its converse. Its reversal is $\overline{z^{-n}}=(1/\overline z)^n$. If reversal preserves trajectories, $1/\overline z$ is also a root, so $1/|z|\le1$. Together with $|z|\le1$, this gives $|z|=1$.

## Where the Verlet window comes from

Let $z=a+ib$ be a root of the Verlet polynomial, with $a,b$ real. The imaginary and real parts of $Q(z)=0$ are
$$b\,(2a-(2-s))=0,\qquad a^2-b^2-(2-s)a+1=0.$$
If $b\ne0$, then $2-s=2a$ and the second equation becomes $a^2+b^2=1$. If $b=0$, it can be written as $(a-1)^2=-sa$ or as $(a+1)^2=(4-s)a$. For $0\le s\le4$, the first form forces $a=1$ when $a\ge0$, and the second forces $a=-1$ when $a\le0$.

Outside this interval $(2-s)^2>4$, so there is a real root $r$. Modulus one would mean $r=\pm1$, hence $2-s=\pm2$, a contradiction. The Lean proof makes the same case distinctions, with `nlinarith` supplying the sign arguments.
